# Two spins n/2 have a single singlet state, and in it a one-spin operator averages to tr O/(n+1)

Take two spins of size $n/2$, each with the basis $e_0,\dots,e_n$ of $\mathbb C^{n+1}$, where $e_k$ has magnetic quantum number $k-n/2$ and the phases follow the usual convention that $J_+e_k$ is a positive multiple of $e_{k+1}$ for $k<n$. A vector is annihilated by the total $J_z$, $J_+$ and $J_-$ exactly when it is a multiple of

$$s=\sum_{k=0}^{n}(-1)^k\,e_k\otimes e_{n-k}.$$

Moreover $\langle s,s\rangle=n+1$, and for every matrix $O$ on the first spin

$$\frac{\langle s,(O\otimes 1)s\rangle}{\langle s,s\rangle}=\frac{\operatorname{tr}O}{n+1}.$$

In spin-adapted DMRG, singlet embedding couples a target state of nonzero spin to an auxiliary spin of the same size, so that the whole is a singlet. The theorems below treat the spin part of that construction for two bare spins, without orbitals, a Hamiltonian or a matrix product state.

## The spin matrices

```lean
import Mathlib

open Matrix
open scoped Kronecker

namespace SingletEmbedding

noncomputable section
```

Mathlib supplies the general matrix algebra, and the `open` lines give access to its notation: `*ᵥ` is matrix times vector, `⬝ᵥ` is the sum of products of components, `ᴴ` is the adjoint and `⊗ₖ` is the Kronecker product.

```lean
/-- The ladder coefficient `√((k+1)(n-k))` of spin `n/2`, for `k ≤ n`. -/
def ladder (n k : ℕ) : ℝ := √(((k : ℝ) + 1) * ((n : ℝ) - k))
```

This is the coefficient $c_k=\sqrt{(k+1)(n-k)}$. With $j=n/2$ and $m=k-n/2$ it is the familiar $\sqrt{(j-m)(j+m+1)}$, in units where $\hbar=1$.

```lean
/-- The matrix `Jz` of spin `n/2`, with magnetic quantum number `k - n/2` on `e_k`. -/
def Jz (n : ℕ) : Matrix (Fin (n + 1)) (Fin (n + 1)) ℂ :=
  Matrix.diagonal fun k => ((k : ℕ) : ℂ) - (n : ℂ) / 2
```

The type `Fin (n + 1)` contains the indices $0,\dots,n$, so `Jz n` is a complex $(n+1)\times(n+1)$ matrix. It is diagonal with entries $k-n/2$.

```lean
/-- The raising matrix `J+` of spin `n/2`, with entries `√((k+1)(n-k))` from `e_k` to `e_(k+1)`. -/
def Jp (n : ℕ) : Matrix (Fin (n + 1)) (Fin (n + 1)) ℂ :=
  Matrix.of fun i k => if (i : ℕ) = (k : ℕ) + 1 then (ladder n k : ℂ) else 0
```

The entry in row $i$ and column $k$ is $c_k$ if $i=k+1$, and zero otherwise. Hence $J_+e_k=c_k\,e_{k+1}$ for $k<n$, and $J_+e_n=0$. The lowering matrix has no definition of its own: it is written `(Jp n)ᴴ`. The matrices are given explicitly, and the file does not derive them from the commutation relations.

## Two spins and the vector s

```lean
/-- The total operator `A ⊗ 1 + 1 ⊗ A` of two equal subsystems. -/
def total {m : Type*} [DecidableEq m] (A : Matrix m m ℂ) : Matrix (m × m) (m × m) ℂ :=
  A ⊗ₖ (1 : Matrix m m ℂ) + (1 : Matrix m m ℂ) ⊗ₖ A
```

For a one-spin matrix $A$ this is $A\otimes1+1\otimes A$. The same matrix acts on both factors, so physical and auxiliary spin follow the same phase convention.

```lean
/-- The vector `s = ∑ (-1)^k e_k ⊗ e_(n-k)`. -/
def singlet (n : ℕ) : Fin (n + 1) × Fin (n + 1) → ℂ :=
  fun p => if p.2 = p.1.rev then (-1) ^ (p.1 : ℕ) else 0
```

A two-spin state is a function on pairs of indices, with amplitude $\psi_{ij}$ in front of $e_i\otimes e_j$. The function `Fin.rev` sends $i$ to $n-i$, so $s_{ij}=(-1)^i$ if $j=n-i$, and $s_{ij}=0$ otherwise. The vector is not normalised; the unit vector is $s/\sqrt{n+1}$. For $n=1$ that is $(e_0\otimes e_1-e_1\otimes e_0)/\sqrt2$, the usual singlet of two spins one half.

## Three small tools

```lean
/-- Ladder coefficients agree at mirror-image steps of the multiplet. -/
theorem ladder_symm {n k l : ℕ} (h : k + l + 1 = n) : ladder n k = ladder n l := by
  have hn : (n : ℝ) = k + l + 1 := by exact_mod_cast h.symm
  unfold ladder
  rw [hn]
  congr 1
  ring
```

If $k+l+1=n$, then $c_k=c_l$. By hand, $n-k=l+1$ and $n-l=k+1$, so both radicands equal $(k+1)(l+1)$. Lean substitutes $n=k+l+1$ and leaves the comparison of the radicands to `ring`.

```lean
/-- A total operator acts on a two-body amplitude through one index at a time. -/
theorem total_apply {m : Type*} [Fintype m] [DecidableEq m]
    (A : Matrix m m ℂ) (ψ : m × m → ℂ) (i j : m) :
    (total A *ᵥ ψ) (i, j) = ∑ k, A i k * ψ (k, j) + ∑ l, A j l * ψ (i, l) := by
  have h1 : ((A ⊗ₖ (1 : Matrix m m ℂ)) *ᵥ ψ) (i, j) = ∑ k, A i k * ψ (k, j) := by
    simp [Matrix.mulVec, dotProduct, Fintype.sum_prod_type, Matrix.one_apply]
  have h2 : (((1 : Matrix m m ℂ) ⊗ₖ A) *ᵥ ψ) (i, j) = ∑ l, A j l * ψ (i, l) := by
    simp [Matrix.mulVec, dotProduct, Fintype.sum_prod_type_right, Matrix.one_apply]
  rw [total, Matrix.add_mulVec, Pi.add_apply, h1, h2]
```

In components,

$$\big((A\otimes1+1\otimes A)\psi\big)_{ij}=\sum_kA_{ik}\psi_{kj}+\sum_lA_{jl}\psi_{il}.$$

Each identity matrix collapses one of the two summations. The facts `h1` and `h2` do this for the two terms separately.

```lean
/-- Contracting the first index of `s` with `f` gives the mirror-image component of `f`,
with a sign. -/
theorem sum_singlet {n : ℕ} (f : Fin (n + 1) → ℂ) (j : Fin (n + 1)) :
    ∑ k, f k * singlet n (k, j) = f j.rev * (-1) ^ (j.rev : ℕ) := by
  rw [Finset.sum_eq_single j.rev]
  · simp [singlet]
  · intro k _ hk
    have h : j ≠ k.rev := by
      rintro rfl
      exact hk (Fin.rev_rev k).symm
    simp [singlet, h]
  · simp
```

For fixed $j$, only $k=n-j$ contributes to the sum over $k$, which gives

$$\sum_kf_k\,s_{kj}=f_{n-j}\,(-1)^{n-j}.$$

The lemma `Finset.sum_eq_single` keeps that one term and asks for a proof that the others vanish.

## The vector s is a singlet

```lean
/-- Total `Jz`, `J+` and `J-` all annihilate `s`. -/
theorem singlet_annihilated (n : ℕ) : total (Jz n) *ᵥ singlet n = 0 ∧
    total (Jp n) *ᵥ singlet n = 0 ∧ total (Jp n)ᴴ *ᵥ singlet n = 0 := by
  -- on `s` a total operator reduces to two matrix entries
  have key (A : Matrix (Fin (n + 1)) (Fin (n + 1)) ℂ) (i j : Fin (n + 1)) :
      (total A *ᵥ singlet n) (i, j)
        = A i j.rev * (-1) ^ (j.rev : ℕ) + A j i.rev * (-1) ^ (i : ℕ) := by
    rw [total_apply, sum_singlet]
    simp [singlet]
  have sgn (a b : ℕ) (h : a = b + 1) : (-1 : ℂ) ^ a = -(-1) ^ b := by
    rw [h, pow_succ]
    ring
  refine ⟨?_, ?_, ?_⟩ <;> funext ⟨i, j⟩ <;> rw [key, Pi.zero_apply] <;>
    have hi := Fin.val_rev i <;> have hj := Fin.val_rev j <;>
    have li := i.isLt <;> have lj := j.isLt
  · by_cases h : i = j.rev
    · subst h
      have hc : ((j.rev : ℕ) : ℂ) + ((j : ℕ) : ℂ) = n := by
        exact_mod_cast (by omega : (j.rev : ℕ) + (j : ℕ) = n)
      rw [Jz, Fin.rev_rev, Matrix.diagonal_apply_eq, Matrix.diagonal_apply_eq]
      linear_combination (-1) ^ (j.rev : ℕ) * hc
    · have h' : j ≠ i.rev := by
        rintro rfl
        exact h (Fin.rev_rev i).symm
      rw [Jz, Matrix.diagonal_apply_ne _ h, Matrix.diagonal_apply_ne _ h']
      ring
  · simp only [Jp, Matrix.of_apply]
    by_cases h : (i : ℕ) = (j.rev : ℕ) + 1
    · rw [if_pos h, if_pos (by omega), sgn _ _ h,
        ladder_symm (by omega : (j.rev : ℕ) + (i.rev : ℕ) + 1 = n)]
      ring
    · rw [if_neg h, if_neg (by omega)]
      ring
  · simp only [Jp, Matrix.conjTranspose_apply, Matrix.of_apply]
    by_cases h : (j.rev : ℕ) = (i : ℕ) + 1
    · rw [if_pos h, if_pos (by omega), sgn _ _ h,
        ladder_symm (by omega : (i : ℕ) + (j : ℕ) + 1 = n)]
      ring
    · rw [if_neg h, if_neg (by omega), star_zero]
      ring
```

The theorem says that all three total operators send $s$ to zero. Inserting $s$ into the component formula gives the local fact `key`:

$$\big((A\otimes1+1\otimes A)s\big)_{ij}=A_{i,n-j}(-1)^{n-j}+A_{j,n-i}(-1)^i.$$

The three cases are then short.

- **$J_z$.** Both entries vanish unless $i+j=n$. In that case the signs agree, and the sum is $(-1)^i\big[(i-\tfrac n2)+(j-\tfrac n2)\big]=0$.
- **$J_+$.** Both entries vanish unless $i+j=n+1$. In that case they are $c_{n-j}$ and $c_{n-i}$, which are equal because $(n-j)+(n-i)+1=n$. Since $i=(n-j)+1$, the signs are opposite and the terms cancel.
- **$J_-$.** Both entries vanish unless $i+j=n-1$. In that case they are $c_i$ and $c_j$, equal because $i+j+1=n$, and again the signs are opposite.

In Lean, `funext` turns the equality of vectors into one equation for each pair $(i,j)$. Each `by_cases` separates the index pairs on which the entries can be nonzero from those on which they must vanish, `omega` settles the integer arithmetic, and `sgn` supplies the change of sign between neighbouring powers of $-1$.

## There is no other singlet

```lean
/-- The common kernel of total `Jz`, `J+` and `J-` on two spins `n/2` is spanned by `s`. -/
theorem total_spin_kernel (n : ℕ) (ψ : Fin (n + 1) × Fin (n + 1) → ℂ) :
    (total (Jz n) *ᵥ ψ = 0 ∧ total (Jp n) *ᵥ ψ = 0 ∧ total (Jp n)ᴴ *ᵥ ψ = 0) ↔
      ∃ c : ℂ, ψ = c • singlet n := by
  constructor
  · rintro ⟨hz, hp, -⟩
    -- `Jz` confines the amplitude to `i + j = n`
    have hoff (i j : Fin (n + 1)) (h : (i : ℕ) + (j : ℕ) ≠ n) : ψ (i, j) = 0 := by
      have e := congrFun hz (i, j)
      rw [total_apply] at e
      simp only [Jz, Matrix.diagonal_apply, ite_mul, zero_mul, Finset.sum_ite_eq,
        Finset.mem_univ, if_true, Pi.zero_apply] at e
      have hne : ((i : ℕ) : ℂ) + ((j : ℕ) : ℂ) - n ≠ 0 :=
        sub_ne_zero.mpr (by exact_mod_cast h)
      exact (mul_eq_zero.mp (by linear_combination e)).resolve_left hne
    have hraise (f : Fin (n + 1) → ℂ) (i k : Fin (n + 1)) (h : (i : ℕ) = (k : ℕ) + 1) :
        ∑ x, Jp n i x * f x = (ladder n k : ℂ) * f k := by
      rw [Finset.sum_eq_single k]
      · simp only [Jp, Matrix.of_apply, if_pos h]
      · intro x _ hx
        have hx' : (i : ℕ) ≠ (x : ℕ) + 1 := fun e => hx (Fin.ext (by omega))
        simp only [Jp, Matrix.of_apply, if_neg hx', zero_mul]
      · simp
    -- `J+` fixes the ratio of neighbouring amplitudes to `-1`
    have hon : ∀ (k : ℕ) (i j : Fin (n + 1)), (i : ℕ) = k → (i : ℕ) + (j : ℕ) = n →
        ψ (i, j) = (-1) ^ k * ψ (0, Fin.last n) := by
      intro k
      induction k with
      | zero =>
        intro i j hi hij
        have h1 : i = 0 := Fin.ext hi
        have h2 : j = Fin.last n := Fin.ext (by rw [Fin.val_last]; omega)
        rw [h1, h2, pow_zero, one_mul]
      | succ k ih =>
        intro i j hi hij
        let a : Fin (n + 1) := ⟨k, by omega⟩
        let b : Fin (n + 1) := ⟨(j : ℕ) + 1, by omega⟩
        have e := congrFun hp (i, b)
        rw [total_apply, hraise _ i a hi, hraise _ b j rfl, Pi.zero_apply,
          ih a b rfl (by simp only [a, b]; omega),
          ladder_symm (by simp only [a]; omega : (a : ℕ) + (j : ℕ) + 1 = n)] at e
        have hjn : ((j : ℕ) : ℝ) < n := by exact_mod_cast (by omega : (j : ℕ) < n)
        have hl : 0 < ladder n j :=
          Real.sqrt_pos.mpr (mul_pos (by positivity) (sub_pos.mpr hjn))
        have hl' : (ladder n j : ℂ) ≠ 0 := by exact_mod_cast hl.ne'
        apply mul_left_cancel₀ hl'
        rw [pow_succ]
        linear_combination e
    refine ⟨ψ (0, Fin.last n), ?_⟩
    funext ⟨i, j⟩
    have hi := Fin.val_rev i
    have li := i.isLt
    simp only [Pi.smul_apply, smul_eq_mul, singlet]
    by_cases h : j = i.rev
    · rw [if_pos h, hon i i j rfl (by rw [h]; omega), mul_comm]
    · rw [if_neg h, mul_zero, hoff i j (fun e => h (Fin.ext (by omega)))]
  · rintro ⟨c, rfl⟩
    obtain ⟨h1, h2, h3⟩ := singlet_annihilated n
    simp only [Matrix.mulVec_smul, h1, h2, h3, smul_zero, and_self]
```

The symbol `↔` means "if and only if". On its left stand the three conditions on $\psi$; on its right is the statement that $\psi=c\,s$ for some complex $c$. The value $c=0$ is allowed, so the common kernel is the line spanned by $s$.

From right to left, linearity and the previous theorem suffice. From left to right, suppose that $\psi$ is annihilated. The $J_z$ condition reads

$$(i+j-n)\,\psi_{ij}=0,$$

so $\psi_{ij}=0$ unless $i+j=n$. This is `hoff`.

Now take $i=k+1$ with $i+j=n$, and read the $J_+$ condition at the component $(k+1,j+1)$:

$$c_k\,\psi_{k,j+1}+c_j\,\psi_{k+1,j}=0.$$

Because $k+j+1=n$, the coefficients are equal. Because $j<n$, they are positive. Dividing by them gives $\psi_{k+1,j}=-\psi_{k,j+1}$. Starting from $\psi_{0,n}$, induction on $k$ yields

$$\psi_{k,n-k}=(-1)^k\,\psi_{0,n},$$

and therefore $\psi=\psi_{0,n}\,s$.

The induction is `hon`. There `a` is the index $k$ and `b` is the index $j+1$; `hraise` evaluates a row of $J_+$, and `mul_left_cancel₀` performs the division by the nonzero coefficient. The dash in `⟨hz, hp, -⟩` discards the $J_-$ condition, which this direction does not use.

## Expectation values are multiplet averages

```lean
/-- The vector `s` has norm square `n + 1`, and the normalised expectation value of `O ⊗ 1`
in it is `tr O / (n + 1)`. -/
theorem singlet_expectation (n : ℕ) (O : Matrix (Fin (n + 1)) (Fin (n + 1)) ℂ) :
    star (singlet n) ⬝ᵥ singlet n = (n : ℂ) + 1 ∧
    star (singlet n) ⬝ᵥ ((O ⊗ₖ (1 : Matrix (Fin (n + 1)) (Fin (n + 1)) ℂ)) *ᵥ singlet n)
      / (star (singlet n) ⬝ᵥ singlet n) = O.trace / ((n : ℂ) + 1) := by
  -- the signs square to one, which leaves the diagonal of the operator
  have key (A : Matrix (Fin (n + 1)) (Fin (n + 1)) ℂ) : star (singlet n) ⬝ᵥ
      ((A ⊗ₖ (1 : Matrix (Fin (n + 1)) (Fin (n + 1)) ℂ)) *ᵥ singlet n) = A.trace := by
    have happ (i j : Fin (n + 1)) :
        ((A ⊗ₖ (1 : Matrix (Fin (n + 1)) (Fin (n + 1)) ℂ)) *ᵥ singlet n) (i, j)
          = A i j.rev * (-1) ^ (j.rev : ℕ) := by
      rw [← sum_singlet (A i) j]
      simp [Matrix.mulVec, dotProduct, Fintype.sum_prod_type, Matrix.one_apply]
    simp only [dotProduct, Fintype.sum_prod_type, Pi.star_apply, happ, Matrix.trace,
      Matrix.diag_apply]
    refine Finset.sum_congr rfl fun i _ => ?_
    rw [Finset.sum_eq_single i.rev]
    · have hs : (-1 : ℂ) ^ (i : ℕ) * (-1) ^ (i : ℕ) = 1 := by
        rw [← mul_pow]
        norm_num
      simp only [singlet, if_true, Fin.rev_rev, star_pow, star_neg, star_one]
      linear_combination A i i * hs
    · intro j _ hj
      simp [singlet, hj]
    · simp
  have h1 : star (singlet n) ⬝ᵥ singlet n = (n : ℂ) + 1 := by
    have h := key 1
    rw [Matrix.one_kronecker_one, Matrix.one_mulVec] at h
    rw [h]
    simp
  exact ⟨h1, by rw [key, h1]⟩

end

end SingletEmbedding
```

The theorem has two parts, joined by `∧`: the norm square of $s$ and the normalised expectation value. Since `⬝ᵥ` does not conjugate, `star` is written explicitly, and `star (singlet n) ⬝ᵥ φ` is the inner product $\langle s,\varphi\rangle$. The matrix $O$ is arbitrary and need not be Hermitian.

By the contraction rule, $\big((O\otimes1)s\big)_{ij}=O_{i,n-j}(-1)^{n-j}$. The overlap with $s$ keeps only $j=n-i$, so

$$\langle s,(O\otimes1)s\rangle=\sum_i(-1)^i\,O_{ii}\,(-1)^i=\operatorname{tr}O.$$

For $O=1$ this is $\langle s,s\rangle=n+1$, and division gives the second part. In the code, `happ` is the component formula and `key` is the trace identity; `key 1` gives the norm.

Physically, the first spin looks like an equal mixture of its $n+1$ magnetic states. With $O=J_z$, for example, the average is zero, whichever magnetic state one had in mind before the embedding.

In a DMRG calculation the first factor is a multiplet of many-electron states instead of a bare spin. Carrying the result over requires a map from $\mathbb C^{n+1}$ into the electronic space that respects the spin operators, and the file does not construct one.

```lean
#print axioms SingletEmbedding.total_spin_kernel
#print axioms SingletEmbedding.singlet_expectation
```

```
'SingletEmbedding.total_spin_kernel' depends on axioms: [propext, Classical.choice, Quot.sound]
'SingletEmbedding.singlet_expectation' depends on axioms: [propext, Classical.choice, Quot.sound]
```
